# The limiting error ratio of a frozen-Hessian iteration in one variable

Let E be a real function of one real variable, which may be read as an energy depending on a single parameter, and let each step of an iteration solve H₀(xₙ₊₁ − xₙ) = −E′(xₙ) with the same nonzero number H₀ in place of the second derivative. The theorem `frozen_error_ratio` says that the ratio of successive errors, (xₙ₊₁ − a)/(xₙ − a), tends to 1 − E″(a)/H₀. It assumes that E′ is differentiable at a and vanishes there, and that the iterates converge to a without ever being equal to it; convergence is thus a hypothesis and not a result. The proof takes the limit of the secant slopes of E′ along the iterates, then uses the step equation, solved for the new error in the identity `key`, to show that the error ratio is 1 minus the secant slope divided by H₀.

An attempt in Lean 4 with a fault in it:

```lean
import Mathlib

open Filter Topology

namespace SecondOrderSCFRates

/-- The iterates `x` solve the quasi-Newton equation `H(xₙ) (xₙ₊₁ - xₙ) = -E'(xₙ)` at every
step, with `H` the model Hessian. -/
def QuasiNewtonRun (E H : ℝ → ℝ) (x : ℕ → ℝ) : Prop :=
  ∀ n, H (x n) * (x (n + 1) - x n) = -deriv E (x n)

/-- Frozen-Hessian iteration: the model Hessian is the same number `H0` at every step. -/
def FrozenRun (E : ℝ → ℝ) (H0 : ℝ) (x : ℕ → ℝ) : Prop :=
  QuasiNewtonRun E (fun _ => H0) x

/-- The secant slope of a function differentiable at `a` tends to its derivative there. -/
theorem secant_tendsto {f : ℝ → ℝ} {a : ℝ} (hf : DifferentiableAt ℝ f a) :
    Tendsto (fun t => (f t - f a) / (t - a)) (𝓝[≠] a) (𝓝 (deriv f a)) :=
  (hasDerivAt_iff_tendsto_slope.1 hf.hasDerivAt).congr (fun t => slope_def_field f a t)

/-- With a frozen nonzero Hessian `H0`, iterates converging to a stationary point without
hitting it satisfy `eₙ₊₁ / eₙ → 1 - E''(a) / H0`. -/
theorem frozen_error_ratio {E : ℝ → ℝ} {a H0 : ℝ} {x : ℕ → ℝ}
    (hE : DifferentiableAt ℝ (deriv E) a) (ha : deriv E a = 0) (hH0 : H0 ≠ 0)
    (hx : FrozenRun E H0 x) (hlim : Tendsto x atTop (𝓝 a)) (hne : ∀ n, x n ≠ a) :
    Tendsto (fun n => (x (n + 1) - a) / (x n - a)) atTop
      (𝓝 (1 - deriv (deriv E) a / H0)) := by
  have hp : Tendsto x atTop (𝓝[≠] a) :=
    tendsto_nhdsWithin_iff.2 ⟨hlim, Eventually.of_forall hne⟩
  refine ((((secant_tendsto hE).comp hp).div_const H0).const_sub 1).congr fun n => ?_
  have he : x n - a ≠ 0 := sub_ne_zero.2 (hne n)
  have hs : H0 * (x (n + 1) - x n) = -deriv E (x n) := hx n
  show 1 - (deriv E (x n) - deriv E a) / (x n - a) / H0 = _
  have key : x (n + 1) - a = (x n - a) - deriv E (x n) / H0 := by
    rw [eq_sub_iff_add_eq, ← eq_sub_iff_add_eq', div_eq_iff hH0]
    linear_combination -hs
  rw [key, ha, sub_zero, sub_div, div_self he, div_right_comm]

end SecondOrderSCFRates
```

The error:

```
Main.lean:36:4: error: ring failed, ring expressions not equal
E : ℝ → ℝ
a H0 : ℝ
x : ℕ → ℝ
hE : DifferentiableAt ℝ (deriv E) a
ha : deriv E a = 0
hH0 : H0 ≠ 0
hx : FrozenRun E H0 x
hlim : Tendsto x atTop (𝓝 a)
hne : ∀ (n : ℕ), x n ≠ a
hp : Tendsto x atTop (𝓝[≠] a)
n : ℕ
he : x n - a ≠ 0
hs : H0 * (x (n + 1) - x n) = -deriv E (x n)
⊢ deriv E (x n) * 2 + H0 * x (n + 1) * 2 - H0 * x n * 2 = 0
```

Fix (accepted with no message):

```diff
@@ -34,5 +34,5 @@
   have key : x (n + 1) - a = (x n - a) - deriv E (x n) / H0 := by
     rw [eq_sub_iff_add_eq, ← eq_sub_iff_add_eq', div_eq_iff hH0]
-    linear_combination -hs
+    linear_combination hs
   rw [key, ha, sub_zero, sub_div, div_self he, div_right_comm]
 
```

The error is a wrong sign in the proof of `key`. After the rewrites, the goal there is in effect E′(xₙ) = (xₙ − xₙ₊₁)H₀, while `hs` says H₀(xₙ₊₁ − xₙ) = −E′(xₙ). In both equations, left side minus right side is the same expression, E′(xₙ) + H₀xₙ₊₁ − H₀xₙ.

`linear_combination` subtracts the corresponding difference for the equation it is given from that of the goal, and asks `ring` to show that the result is zero. With `-hs` the subtraction becomes an addition, so the expression is doubled instead of cancelled. That is the left side of the equation `ring` reports it could not prove, with its factors of 2. The expression is zero by `hs`, but `ring` does not use hypotheses.

The repair replaces `-hs` with `hs`. The two differences then cancel identically, and `ring` can close the goal.
